# The coherent-state kernel reproduces polynomial lowest-Landau-level orbitals

An electron moves in the $xy$ plane under a uniform magnetic field along the negative normal $-\hat x\times\hat y$ (for the opposite field, exchange the roles of $z$ and $\bar z$ below). With lengths in units of the magnetic length and $z=x+iy$, its lowest-level orbitals in the symmetric gauge include $f(z)\,e^{-|z|^2/4}$ for every polynomial $f$. A trial orbital whose polynomial factor also contains $\bar z$ has components in higher levels. Which integral operator removes them?

The answer rests on an identity for every complex polynomial $f$ and every $w\in\mathbb C$:

$$\int e^{w\bar z/2} f(z)\,e^{-|z|^2/2}\,d^2z = 2\pi f(w).$$

It gives the kernel

$$K(w,z)=\frac{1}{2\pi}\,e^{w\bar z/2-|w|^2/4-|z|^2/4}.$$

## Where the prefactor and exponents enter a code

A code that projects one-electron orbitals on the infinite plane by applying $K$ with a quadrature rule relies on the $1/2\pi$ and on each exponent of $K$. Feeding it $f(z)e^{-|z|^2/4}$ must return the same function, up to quadrature and cutoff error. The order of the arguments matters too: exchanging $w$ and $z$ conjugates the kernel.

## From a Gaussian integral to the projector

**Gaussian integral.** For complex $a,b$, we have $az+b\bar z=(a+b)x+i(a-b)y$. Since $\int e^{-x^2/2+cx}dx=\sqrt{2\pi}\,e^{c^2/2}$,

$$\int e^{az+b\bar z-|z|^2/2}d^2z=2\pi e^{[(a+b)^2-(a-b)^2]/2}=2\pi e^{2ab}.$$

**Reproduction.** Write $f(z)=f(w)+(z-w)q(z)$ with $q$ a polynomial. Because $q$ does not depend on $\bar z$,

$$(z-w)q\,e^{w\bar z/2-|z|^2/2}=-2\,\partial_{\bar z}\!\left[q\,e^{w\bar z/2-|z|^2/2}\right].$$

The bracket decays like a Gaussian, so this term integrates to zero. What remains is $f(w)$ times the Gaussian integral with $a=0$, which is $2\pi$.

**Projection.** Multiplying the identity by $e^{-|w|^2/4}/2\pi$ shows that $K$ fixes $f(z)e^{-|z|^2/4}$. In $\int K(w,z)K(z,v)\,d^2z$ the Gaussian integral has $a=\bar v/2$ and $b=w/2$. It contributes $2\pi e^{w\bar v/2}$, so the result is $K(w,v)$.

**Higher levels.** The raising operator $R=\bar z/2-2\partial_z$ gives

$$R\left[f\bar z^m e^{-|z|^2/4}\right]=(\bar z f-2f')\,\bar z^m e^{-|z|^2/4}.$$

Multiplied by $K(w,z)$, this is a $w$-dependent constant times $-2\partial_z[f\bar z^m e^{w\bar z/2-|z|^2/2}]$, which integrates to zero.

## The Lean file

```lean
import Mathlib

open MeasureTheory Polynomial ComplexConjugate

namespace LandauReproducingKernel

noncomputable section

/-- The function `f(z) z̄^m exp(b z̄ - c |z|²)` on the plane, with `|z|²` written as `z z̄`. -/
def packet (f : ℂ[X]) (m : ℕ) (b c z : ℂ) : ℂ :=
  f.eval z * conj z ^ m * Complex.exp (b * conj z - c * (z * conj z))

/-- The orbital `f(z) z̄^m exp(-|z|²/4)`, in units of the magnetic length; for `m = 0` it lies in
the lowest Landau level. -/
def orbital (f : ℂ[X]) (m : ℕ) : ℂ → ℂ := packet f m 0 (1 / 4)

/-- The coherent-state kernel `exp(w z̄/2 - |w|²/4 - |z|²/4) / (2π)`. -/
def kernel (w z : ℂ) : ℂ :=
  1 / (2 * (Real.pi : ℂ)) *
    Complex.exp (w * conj z / 2 - (‖w‖ : ℂ) ^ 2 / 4 - (‖z‖ : ℂ) ^ 2 / 4)

/-- The integral operator on wave functions defined by the coherent-state kernel. -/
def project (ψ : ℂ → ℂ) (w : ℂ) : ℂ := ∫ z : ℂ, kernel w z * ψ z

/-- The Landau-level raising operator `z̄/2 - 2 ∂/∂z`, unnormalised,
with `2 ∂/∂z = ∂/∂x - i ∂/∂y`. -/
def raise (ψ : ℂ → ℂ) (z : ℂ) : ℂ :=
  conj z / 2 * ψ z - (lineDeriv ℝ ψ z 1 - Complex.I * lineDeriv ℝ ψ z Complex.I)

/-- The plane integral of `exp(a z + b z̄ - |z|²/2)` is `2π exp(2ab)`. -/
theorem integral_gaussian_linear (a b : ℂ) :
    ∫ z : ℂ, Complex.exp (a * z + b * conj z - z * conj z / 2)
      = 2 * Real.pi * Complex.exp (2 * a * b) := by
  -- the one-dimensional Gaussian integral
  obtain ⟨S, hS, h1⟩ : ∃ S : ℂ, S * S = 2 * Real.pi ∧ ∀ c : ℂ,
      ∫ x : ℝ, Complex.exp (-(1 / 2) * (x : ℂ) ^ 2 + c * x + 0)
        = S * Complex.exp (c ^ 2 / 2) := by
    refine ⟨((Real.pi : ℂ) / -(-(1 / 2))) ^ (1 / 2 : ℂ), ?_, fun c => ?_⟩
    · have hne : (Real.pi : ℂ) / -(-(1 / 2)) ≠ 0 := by simp [Real.pi_ne_zero]
      rw [← Complex.cpow_add _ _ hne, show (1 / 2 : ℂ) + 1 / 2 = 1 by norm_num,
        Complex.cpow_one]
      ring
    · rw [integral_cexp_quadratic (by norm_num)]
      congr 2
      ring
  let F : ℂ → ℝ → ℂ := fun c x => Complex.exp (-(1 / 2) * (x : ℂ) ^ 2 + c * x + 0)
  calc _ = ∫ z : ℂ, F (a + b) z.re * F (Complex.I * (a - b)) z.im := by
        congr 1
        funext z
        have hz : z = z.re + z.im * Complex.I := (Complex.re_add_im z).symm
        have hc : conj z = z.re - z.im * Complex.I := by apply Complex.ext <;> simp
        simp only [F]
        rw [← Complex.exp_add]
        congr 1
        linear_combination (a - conj z / 2) * hz
          + (b - (z.re + z.im * Complex.I) / 2) * hc + ((z.im : ℂ) ^ 2 / 2) * Complex.I_sq
    _ = ∫ p : ℝ × ℝ, F (a + b) p.1 * F (Complex.I * (a - b)) p.2 :=
        Complex.volume_preserving_equiv_real_prod.integral_comp
          Complex.measurableEquivRealProd.measurableEmbedding
          (fun p : ℝ × ℝ => F (a + b) p.1 * F (Complex.I * (a - b)) p.2)
    _ = (∫ x, F (a + b) x) * ∫ y, F (Complex.I * (a - b)) y :=
        integral_prod_mul (F (a + b)) (F (Complex.I * (a - b)))
    _ = _ := by
        simp only [F]
        rw [h1, h1]
        have he : Complex.exp ((a + b) ^ 2 / 2) * Complex.exp ((Complex.I * (a - b)) ^ 2 / 2)
            = Complex.exp (2 * a * b) := by
          rw [← Complex.exp_add]
          congr 1
          linear_combination ((a - b) ^ 2 / 2) * Complex.I_sq
        rw [← he]
        linear_combination (Complex.exp ((a + b) ^ 2 / 2)
          * Complex.exp ((Complex.I * (a - b)) ^ 2 / 2)) * hS

/-- The function `f(z) z̄^m exp(b z̄ - |z|²/2)` is integrable over the plane
for every polynomial `f`. -/
theorem integrable_packet (f : ℂ[X]) (m : ℕ) (b : ℂ) :
    Integrable (fun z => packet f m b (1 / 2) z) := by
  have hG : Integrable (fun z : ℂ => Real.exp (-(1 / 4) * ‖z‖ ^ 2)) := by
    have h1 := integrable_exp_neg_mul_sq (b := 1 / 4) (by norm_num)
    refine ((Complex.volume_preserving_equiv_real_prod.integrable_comp_emb
      Complex.measurableEquivRealProd.measurableEmbedding).2 (h1.mul_prod h1)).congr
      (Filter.Eventually.of_forall fun z => ?_)
    show Real.exp (-(1 / 4) * z.re ^ 2) * Real.exp (-(1 / 4) * z.im ^ 2)
      = Real.exp (-(1 / 4) * ‖z‖ ^ 2)
    rw [← Real.exp_add, ← Complex.normSq_eq_norm_sq, Complex.normSq_apply]
    congr 1
    ring
  induction f using Polynomial.induction_on' with
  | add p q hp hq =>
    refine (hp.add hq).congr (Filter.Eventually.of_forall fun z => ?_)
    simp only [packet, Pi.add_apply, eval_add]
    ring
  | monomial n a =>
    have hc : Continuous (fun z : ℂ => conj z) := Complex.continuous_conj
    have hcont : Continuous (fun z => packet (monomial n a) m b (1 / 2) z) :=
      ((monomial n a).continuous.mul (hc.pow m)).mul (Complex.continuous_exp.comp
        ((continuous_const.mul hc).sub (continuous_const.mul (continuous_id.mul hc))))
    refine Integrable.mono' (hG.const_mul
      (‖a‖ * (n + m).factorial * Real.exp ((1 + ‖b‖) ^ 2)))
      hcont.aestronglyMeasurable (Filter.Eventually.of_forall fun z => ?_)
    -- a power is beaten by an exponential, and that by the Gaussian
    have hp : ‖z‖ ^ n * ‖z‖ ^ m ≤ (n + m).factorial * Real.exp ‖z‖ := by
      have h := Real.pow_div_factorial_le_exp ‖z‖ (norm_nonneg z) (n + m)
      rw [div_le_iff₀ (by positivity)] at h
      rw [← pow_add]
      linarith
    have h1 : (b * conj z).re ≤ ‖b‖ * ‖z‖ :=
      (Complex.re_le_norm _).trans_eq (by rw [norm_mul, RCLike.norm_conj])
    have h2 : (b * conj z - 1 / 2 * (z * conj z)).re = (b * conj z).re - ‖z‖ ^ 2 / 2 := by
      rw [Complex.mul_conj, Complex.normSq_eq_norm_sq, Complex.sub_re,
        show (1 / 2 : ℂ) * ((‖z‖ ^ 2 : ℝ) : ℂ) = ((‖z‖ ^ 2 / 2 : ℝ) : ℂ) by
          push_cast; ring, Complex.ofReal_re]
    have h3 : ‖z‖ + (b * conj z - 1 / 2 * (z * conj z)).re
        ≤ (1 + ‖b‖) ^ 2 + -(1 / 4) * ‖z‖ ^ 2 := by
      rw [h2]
      nlinarith [sq_nonneg (1 + ‖b‖ - ‖z‖ / 2)]
    simp only [packet, eval_monomial, norm_mul, norm_pow, RCLike.norm_conj, Complex.norm_exp]
    calc _ = ‖a‖ * (‖z‖ ^ n * ‖z‖ ^ m)
            * Real.exp (b * conj z - 1 / 2 * (z * conj z)).re := by ring
      _ ≤ ‖a‖ * ((n + m).factorial * Real.exp ‖z‖)
            * Real.exp (b * conj z - 1 / 2 * (z * conj z)).re := by gcongr
      _ = ‖a‖ * (n + m).factorial
            * Real.exp (‖z‖ + (b * conj z - 1 / 2 * (z * conj z)).re) := by
          rw [Real.exp_add]; ring
      _ ≤ ‖a‖ * (n + m).factorial * Real.exp ((1 + ‖b‖) ^ 2 + -(1 / 4) * ‖z‖ ^ 2) :=
          mul_le_mul_of_nonneg_left (Real.exp_le_exp.2 h3) (by positivity)
      _ = _ := by rw [Real.exp_add]; ring

/-- The derivative of `f(z) z̄^m exp(b z̄ - c |z|²)` in the direction `v` is
`v ∂/∂z + v̄ ∂/∂z̄` applied to it, with both terms explicit. -/
theorem hasLineDerivAt_packet (f : ℂ[X]) (m : ℕ) (b c z v : ℂ) :
    HasLineDerivAt ℝ (packet f m b c)
      (v * (packet (derivative f) m b c z - c * packet f (m + 1) b c z)
        + conj v * (m * packet f (m - 1) b c z + packet ((C b - C c * X) * f) m b c z))
      z v := by
  have hl (z v : ℂ) : HasDerivAt (fun t : ℝ => z + t • v) v 0 := by
    simpa using ((hasDerivAt_id' (0 : ℝ)).smul_const v).const_add z
  have hcj : HasDerivAt (fun t : ℝ => conj (z + t • v)) (conj v) 0 := by
    simpa using hl (conj z) (conj v)
  have hp := (f.hasDerivAt (z + (0 : ℝ) • v)).comp (0 : ℝ) (hl z v)
  have hE := ((hcj.const_mul b).sub (((hl z v).mul hcj).const_mul c)).cexp
  refine ((hp.mul (hcj.pow m)).mul hE).congr_deriv ?_
  simp only [packet, Pi.mul_apply, Pi.pow_apply, Pi.sub_apply, Function.comp_apply,
    zero_smul, add_zero, eval_mul, eval_sub, eval_C, eval_X]
  ring

/-- The `∂/∂z` and the `∂/∂z̄` derivative of `f(z) z̄^m exp(b z̄ - |z|²/2)`
both integrate to zero over the plane. -/
theorem integral_wirtinger_eq_zero (f : ℂ[X]) (m : ℕ) (b : ℂ) :
    (∫ z, (packet (derivative f) m b (1 / 2) z - 1 / 2 * packet f (m + 1) b (1 / 2) z)) = 0 ∧
    (∫ z, (m * packet f (m - 1) b (1 / 2) z
      + packet ((C b - C (1 / 2) * X) * f) m b (1 / 2) z)) = 0 := by
  have hA : Integrable (fun z => packet (derivative f) m b (1 / 2) z
      - 1 / 2 * packet f (m + 1) b (1 / 2) z) :=
    (integrable_packet _ m b).sub ((integrable_packet f (m + 1) b).const_mul _)
  have hB : Integrable (fun z => m * packet f (m - 1) b (1 / 2) z
      + packet ((C b - C (1 / 2) * X) * f) m b (1 / 2) z) :=
    ((integrable_packet f (m - 1) b).const_mul _).add (integrable_packet _ m b)
  have h (v : ℂ) := integral_bilinear_hasLineDerivAt_right_eq_neg_left_of_integrable
    (μ := volume) (v := v) (f := fun _ : ℂ => (1 : ℂ)) (f' := fun _ => 0)
    (g := packet f m b (1 / 2))
    (g' := fun z => v * (packet (derivative f) m b (1 / 2) z
        - 1 / 2 * packet f (m + 1) b (1 / 2) z)
      + conj v * (m * packet f (m - 1) b (1 / 2) z
        + packet ((C b - C (1 / 2) * X) * f) m b (1 / 2) z))
    (B := ContinuousLinearMap.mul ℝ ℂ) (by simp)
    (by
      simp only [ContinuousLinearMap.mul_apply', one_mul]
      exact (hA.const_mul v).add (hB.const_mul (conj v)))
    (by
      simp only [ContinuousLinearMap.mul_apply', one_mul]
      exact integrable_packet f m b)
    (fun _ _ => hasDerivAt_const (0 : ℝ) (1 : ℂ))
    (fun z _ => hasLineDerivAt_packet f m b (1 / 2) z v)
  simp only [ContinuousLinearMap.mul_apply', one_mul, zero_mul, integral_zero, neg_zero] at h
  -- the directions 1 and i separate the two derivatives
  have alg (p q : ℂ) (h1 : 1 * p + 1 * q = 0)
      (hI : Complex.I * p + -Complex.I * q = 0) : p = 0 ∧ q = 0 := by
    constructor
    · linear_combination (1 / 2) * h1 - (Complex.I / 2) * hI + ((p - q) / 2) * Complex.I_sq
    · linear_combination (1 / 2) * h1 + (Complex.I / 2) * hI - ((p - q) / 2) * Complex.I_sq
  have h1 := h 1
  have hI := h Complex.I
  rw [integral_add (hA.const_mul _) (hB.const_mul _), integral_const_mul,
    integral_const_mul] at h1 hI
  rw [map_one] at h1
  rw [Complex.conj_I] at hI
  exact alg _ _ h1 hI

/-- Reproducing property: integrating a polynomial `f` against `exp(w z̄/2)` with the
Gaussian weight `exp(-|z|²/2)` returns `2π f(w)`. -/
theorem reproducing (f : ℂ[X]) (w : ℂ) :
    ∫ z : ℂ, Complex.exp (w * conj z / 2) * f.eval z * Complex.exp (-((‖z‖ : ℂ) ^ 2 / 2))
      = 2 * Real.pi * f.eval w := by
  -- split off the value at w: f(z) = f(w) + (z - w) q(z)
  obtain ⟨q, hq⟩ := X_sub_C_dvd_sub_C_eval (a := w) (p := f)
  have h0 := (integral_wirtinger_eq_zero q 0 (w / 2)).2
  simp only [Nat.cast_zero, zero_mul, zero_add] at h0
  have hpt (z : ℂ) : Complex.exp (w * conj z / 2) * f.eval z
      * Complex.exp (-((‖z‖ : ℂ) ^ 2 / 2)) = f.eval w * packet 1 0 (w / 2) (1 / 2) z
        + (-2) * packet ((C (w / 2) - C (1 / 2) * X) * q) 0 (w / 2) (1 / 2) z := by
    have hev := congrArg (eval z) hq
    simp only [eval_sub, eval_mul, eval_C, eval_X] at hev
    have he : Complex.exp (w * conj z / 2) * Complex.exp (-((‖z‖ : ℂ) ^ 2 / 2))
        = Complex.exp (w / 2 * conj z - 1 / 2 * (z * conj z)) := by
      rw [← Complex.exp_add, ← Complex.mul_conj']
      congr 1
      ring
    simp only [packet, eval_mul, eval_sub, eval_C, eval_X, eval_one, pow_zero]
    rw [← he]
    linear_combination (Complex.exp (w * conj z / 2)
      * Complex.exp (-((‖z‖ : ℂ) ^ 2 / 2))) * hev
  have hbase : ∫ z, packet 1 0 (w / 2) (1 / 2) z = 2 * Real.pi := by
    have hg := integral_gaussian_linear 0 (w / 2)
    rw [mul_zero, zero_mul, Complex.exp_zero, mul_one] at hg
    rw [← hg]
    congr 1
    funext z
    simp only [packet, eval_one, pow_zero, one_mul]
    congr 1
    ring
  simp_rw [hpt]
  rw [integral_add ((integrable_packet _ _ _).const_mul _)
    ((integrable_packet _ _ _).const_mul _), integral_const_mul, integral_const_mul, h0, hbase]
  ring

/-- The kernel times an orbital is a `w`-dependent constant times
`f(z) z̄^m exp(w z̄/2 - |z|²/2)`. -/
theorem kernel_mul_orbital (f : ℂ[X]) (m : ℕ) (w z : ℂ) :
    kernel w z * orbital f m z = 1 / (2 * (Real.pi : ℂ)) * Complex.exp (-(w * conj w / 4))
      * packet f m (w / 2) (1 / 2) z := by
  have he : Complex.exp (w * conj z / 2 - w * conj w / 4 - z * conj z / 4)
      * Complex.exp (0 * conj z - 1 / 4 * (z * conj z)) = Complex.exp (-(w * conj w / 4))
        * Complex.exp (w / 2 * conj z - 1 / 2 * (z * conj z)) := by
    rw [← Complex.exp_add, ← Complex.exp_add]
    congr 1
    ring
  simp only [kernel, orbital, packet, ← Complex.mul_conj']
  linear_combination (1 / (2 * (Real.pi : ℂ)) * f.eval z * conj z ^ m) * he

/-- The kernel operator leaves every orbital `f(z) exp(-|z|²/4)` with polynomial `f`
unchanged. -/
theorem project_lowest (f : ℂ[X]) : project (orbital f 0) = orbital f 0 := by
  funext w
  have hpt (z : ℂ) : packet f 0 (w / 2) (1 / 2) z = Complex.exp (w * conj z / 2)
      * f.eval z * Complex.exp (-((‖z‖ : ℂ) ^ 2 / 2)) := by
    rw [mul_right_comm, ← Complex.exp_add, ← Complex.mul_conj', packet, pow_zero, mul_one,
      mul_comm]
    congr 2
    ring
  have hpi : (Real.pi : ℂ) ≠ 0 := Complex.ofReal_ne_zero.2 Real.pi_ne_zero
  simp only [project, kernel_mul_orbital]
  rw [integral_const_mul]
  simp_rw [hpt]
  rw [reproducing, orbital, packet,
    show 0 * conj w - 1 / 4 * (w * conj w) = -(w * conj w / 4) by ring]
  field_simp

/-- Composing the coherent-state kernel with itself gives the same kernel. -/
theorem kernel_comp (w v : ℂ) : ∫ z : ℂ, kernel w z * kernel z v = kernel w v := by
  have hpi : (Real.pi : ℂ) ≠ 0 := Complex.ofReal_ne_zero.2 Real.pi_ne_zero
  have hpt (z : ℂ) : kernel w z * kernel z v = (1 / (2 * (Real.pi : ℂ))) ^ 2
      * Complex.exp (-(w * conj w / 4) - v * conj v / 4)
      * Complex.exp (conj v / 2 * z + w / 2 * conj z - z * conj z / 2) := by
    have he : Complex.exp (w * conj z / 2 - w * conj w / 4 - z * conj z / 4)
        * Complex.exp (z * conj v / 2 - z * conj z / 4 - v * conj v / 4)
        = Complex.exp (-(w * conj w / 4) - v * conj v / 4)
          * Complex.exp (conj v / 2 * z + w / 2 * conj z - z * conj z / 2) := by
      rw [← Complex.exp_add, ← Complex.exp_add]
      congr 1
      ring
    simp only [kernel, ← Complex.mul_conj']
    linear_combination (1 / (2 * (Real.pi : ℂ))) ^ 2 * he
  simp_rw [hpt]
  rw [integral_const_mul, integral_gaussian_linear, kernel, ← Complex.mul_conj',
    ← Complex.mul_conj', show w * conj v / 2 - w * conj w / 4 - v * conj v / 4
      = (-(w * conj w / 4) - v * conj v / 4) + 2 * (conj v / 2) * (w / 2) by ring,
    Complex.exp_add]
  field_simp

/-- The kernel operator annihilates every state obtained by applying the raising operator
to an orbital `f(z) z̄^m exp(-|z|²/4)` with polynomial `f`. -/
theorem project_raise (f : ℂ[X]) (m : ℕ) (w : ℂ) :
    project (raise (orbital f m)) w = 0 := by
  have alg (A B : ℂ) : 1 * A + conj 1 * B
      - Complex.I * (Complex.I * A + conj Complex.I * B) = 2 * A := by
    rw [map_one, Complex.conj_I]
    linear_combination (B - A) * Complex.I_sq
  have hr (z : ℂ) : raise (orbital f m) z
      = orbital f (m + 1) z - 2 * orbital (derivative f) m z := by
    simp only [raise, orbital]
    rw [(hasLineDerivAt_packet f m 0 (1 / 4) z 1).lineDeriv,
      (hasLineDerivAt_packet f m 0 (1 / 4) z Complex.I).lineDeriv, alg]
    simp only [packet]
    ring
  -- the integrand is a total derivative with respect to z
  have h (z : ℂ) : kernel w z * raise (orbital f m) z
      = (1 / (2 * (Real.pi : ℂ)) * Complex.exp (-(w * conj w / 4)) * (-2))
        * (packet (derivative f) m (w / 2) (1 / 2) z
          - 1 / 2 * packet f (m + 1) (w / 2) (1 / 2) z) := by
    rw [hr]
    linear_combination kernel_mul_orbital f (m + 1) w z
      - 2 * kernel_mul_orbital (derivative f) m w z
  simp only [project, h]
  rw [integral_const_mul, (integral_wirtinger_eq_zero f m (w / 2)).1, mul_zero]

end

end LandauReproducingKernel
```

```lean
#print axioms LandauReproducingKernel.kernel_mul_orbital
#print axioms LandauReproducingKernel.project_lowest
#print axioms LandauReproducingKernel.kernel_comp
#print axioms LandauReproducingKernel.project_raise
```

```
'LandauReproducingKernel.kernel_mul_orbital' depends on axioms: [propext, Classical.choice, Quot.sound]
'LandauReproducingKernel.project_lowest' depends on axioms: [propext, Classical.choice, Quot.sound]
'LandauReproducingKernel.kernel_comp' depends on axioms: [propext, Classical.choice, Quot.sound]
'LandauReproducingKernel.project_raise' depends on axioms: [propext, Classical.choice, Quot.sound]
```

## What the theorems say about orbitals and levels

`reproducing` is the identity, with `f : ℂ[X]` the polynomial and the integral taken over the plane with Lebesgue measure. `project_lowest` says that `project`, the operator with kernel $K$, fixes the polynomial orbitals; `kernel_comp` is the composition law; `project_raise` says that raised orbitals are annihilated.

In `orbital f m`, `m` is the power of $\bar z$, not the angular momentum, and for $m\ge1$ the orbital can mix several levels. Orbitals are unnormalised: $z^n e^{-|z|^2/4}$ has norm $\sqrt{2\pi\,2^n n!}$. The normalised ladder operator is `raise` divided by $\sqrt2$.

No Hamiltonian appears, so identifying these functions with an electron's Landau levels is the physical input. The theorems concern polynomial orbitals, not every square-integrable function, and they give no error bound for a finite grid.

## How Lean carries out the integrations

`integral_gaussian_linear` splits the plane integral into two real ones. `integrable_packet` supplies the decay: it bounds powers of $|z|$ by an exponential, and completing a square bounds the whole by $e^{-|z|^2/4}$ times a constant. This matters because Lean assigns zero to a non-integrable integral, which would make an annihilation result empty.

`hasLineDerivAt_packet` applies the product and chain rules along a direction $v$. `integral_wirtinger_eq_zero` integrates by parts against the constant 1; the directions $1$ and $i$ then separate $\partial_z$ from $\partial_{\bar z}$. `reproducing` obtains $q$ from the divisibility of $f-f(w)$ by $X-w$. `kernel_mul_orbital` collects the exponents for the two `project` theorems.

## A single factor of $\bar z$ breaks reproduction

The identity does not extend to polynomials in both $z$ and $\bar z$. Replace $f(z)$ by $\bar z$ and take $w=1$. Expanding $e^{\bar z/2}$ leaves only positive powers of $\bar z$, each of which vanishes on angular integration. The left side is $0$, while the right side would be $2\pi$. Physically, $\bar z e^{-|z|^2/4}$ is the raised state $R\,e^{-|z|^2/4}$, which the projector should remove.
